# Spin summation of the closed-shell Hartree–Fock energy expression

Left in spin orbitals, the energy of a closed shell is wasteful to evaluate: each spatial two-electron integral appears as sixteen spin-orbital entries, twelve of them zero and four identical. Summing over spin once, by hand, leaves an expression in spatial orbitals alone, provided that the Hamiltonian is spin-free and both spins share the same orbitals.

## Counting spins by hand

Let $P=(i,a)$ and $Q=(j,b)$ be spin orbitals, with spatial labels $i,j$ and spins $a,b$. Write $h_{ij}$ for the spatial one-electron integrals and $(ij|kl)$ for the two-electron integrals in charge-cloud order, and set $J_{ij}=(ii|jj)$, $K_{ij}=(ij|ji)$. For a set $S$ of occupied spin orbitals,

$$E=\sum_{P\in S} h_{PP}+\tfrac12\sum_{P,Q\in S}\big[(PP|QQ)-(PQ|QP)\big].$$

For a spin-free Hamiltonian, $h_{PQ}$ is $h_{ij}$ if $a=b$ and zero otherwise. Likewise a two-electron integral over spin orbitals equals the spatial one if the spins agree within each charge cloud, that is, on each side of the bar, and is zero otherwise. Let $S$ consist of both spins of every orbital in a finite set $A$.

- $h_{PP}=h_{ii}$ for either spin, which gives $2\sum_i h_{ii}$.
- $(PP|QQ)$ requires $a=a$ and $b=b$, so all four spin pairs contribute: $4J_{ij}$.
- $(PQ|QP)$ requires $a=b$, so two spin pairs contribute: $2K_{ij}$.

With the factor $\tfrac12$,

$$E=2\sum_{i\in A}h_{ii}+\sum_{i,j\in A}(2J_{ij}-K_{ij}).$$

For a single orbital $J_{ii}=K_{ii}$, and $E=2h_{ii}+J_{ii}$.

The Fock matrix element between $P$ and $Q$ is $h_{PQ}+\sum_R[(PQ|RR)-(PR|RQ)]$, with $R=(k,c)$ occupied. All three terms vanish unless $a=b$. The Coulomb term $(PQ|RR)$ then allows both values of $c$, the exchange term $(PR|RQ)$ only $c=a$, so each spin block is

$$F_{ij}=h_{ij}+\sum_{k\in A}\big[2(ij|kk)-(ik|kj)\big].$$

Its diagonal is $F_{ii}=h_{ii}+\sum_j(2J_{ij}-K_{ij})$, hence $E=\sum_i(h_{ii}+F_{ii})$.

## Integrals and energy in Lean

Spatial orbitals are labelled by a type `ι`, and spin orbitals by `ι × Fin 2`, with 0 for up and 1 for down.

```lean
import Mathlib

namespace HartreeFockSpinSummation

noncomputable section

variable {ι κ : Type*}
```

The next two definitions lift arbitrary complex arrays `h` and `g` to spin orbitals. Their selection rules stand for a Hamiltonian without spin–orbit coupling or a magnetic field.

```lean
/-- One-electron integrals over spin orbitals: diagonal in spin and independent of it. -/
def spinOne (h : ι → ι → ℂ) (P Q : ι × Fin 2) : ℂ :=
  if P.2 = Q.2 then h P.1 Q.1 else 0

/-- Two-electron integrals `(PQ|RS)` over spin orbitals: the spatial integral if the spins
agree within each of the pairs `P, Q` and `R, S`, and zero otherwise. -/
def spinTwo (g : ι → ι → ι → ι → ℂ) (P Q R S : ι × Fin 2) : ℂ :=
  if P.2 = Q.2 ∧ R.2 = S.2 then g P.1 Q.1 R.1 S.1 else 0
```

The energy functional knows nothing of spin. It is taken as a definition, not derived from a determinant; that reading needs orthonormal orbitals. Nuclear repulsion is left out.

```lean
/-- The Hartree-Fock energy expression for a set `S` of occupied spin orbitals:
`∑ H_PP + 1/2 ∑ [(PP|QQ) - (PQ|QP)]`. -/
def detEnergy (H : κ → κ → ℂ) (G : κ → κ → κ → κ → ℂ) (S : Finset κ) : ℂ :=
  ∑ P ∈ S, H P P + 1 / 2 * ∑ P ∈ S, ∑ Q ∈ S, (G P P Q Q - G P Q Q P)

/-- The Coulomb integral `J_ij = (ii|jj)`. -/
def coulomb (g : ι → ι → ι → ι → ℂ) (i j : ι) : ℂ := g i i j j

/-- The exchange integral `K_ij = (ij|ji)`. -/
def exchange (g : ι → ι → ι → ι → ℂ) (i j : ι) : ℂ := g i j j i
```

The two Fock matrices are likewise given by formula, and no minimisation is involved.

```lean
/-- The Fock matrix over spin orbitals for a set `S` of occupied spin orbitals. -/
def fock (H : κ → κ → ℂ) (G : κ → κ → κ → κ → ℂ) (S : Finset κ) (P Q : κ) : ℂ :=
  H P Q + ∑ R ∈ S, (G P Q R R - G P R R Q)

/-- The closed-shell Fock matrix over spatial orbitals, with `A` doubly occupied. -/
def closedFock (h : ι → ι → ℂ) (g : ι → ι → ι → ι → ℂ) (A : Finset ι) (i j : ι) : ℂ :=
  h i j + ∑ k ∈ A, (2 * g i j k k - g i k k j)
```

## Splitting the sums by spin

The up and down occupations `A` and `B` may differ.

```lean
variable [DecidableEq ι]

/-- The occupied spin orbitals when `A` is filled with spin up (0) and `B` with spin down (1). -/
def spinOcc (A B : Finset ι) : Finset (ι × Fin 2) :=
  A ×ˢ {0} ∪ B ×ˢ {1}
```

The two parts are disjoint, since a common element would have spin 0 and spin 1 at once. The sum over the union therefore splits.

```lean
/-- A sum over occupied spin orbitals is the sum over the spin-up ones plus the sum over
the spin-down ones. -/
theorem sum_spinOcc (A B : Finset ι) (f : ι × Fin 2 → ℂ) :
    ∑ P ∈ spinOcc A B, f P = ∑ i ∈ A, f (i, 0) + ∑ i ∈ B, f (i, 1) := by
  have hd : Disjoint (A ×ˢ ({0} : Finset (Fin 2))) (B ×ˢ ({1} : Finset (Fin 2))) := by
    rw [Finset.disjoint_left]
    rintro ⟨i, s⟩ h1 h2
    simp only [Finset.mem_product, Finset.mem_singleton] at h1 h2
    exact absurd (h1.2.symm.trans h2.2) (by decide)
  unfold spinOcc
  rw [Finset.sum_union hd, Finset.sum_product, Finset.sum_product]
  simp only [Finset.sum_singleton]

/-- Filling the same spatial orbitals with both spins occupies every spin orbital
built from them. -/
theorem spinOcc_self (A : Finset ι) : spinOcc A A = A ×ˢ Finset.univ := by
  ext ⟨i, s⟩
  fin_cases s <;> simp [spinOcc]
```

Applying the split to every sum and evaluating the selection rules leaves exchange only between parallel spins; `ring` collects the terms. Unrestricted Hartree–Fock with different spatial orbitals for the two spins is included: let `ι` list the orbitals of both spins together, and take `A` from the spin-up ones and `B` from the spin-down ones.

```lean
/-- The unrestricted energy: Coulomb terms couple all pairs of occupied spin orbitals,
exchange terms only those of parallel spin. -/
theorem unrestricted_energy (h : ι → ι → ℂ) (g : ι → ι → ι → ι → ℂ) (A B : Finset ι) :
    detEnergy (spinOne h) (spinTwo g) (spinOcc A B) =
      ∑ i ∈ A, h i i + ∑ i ∈ B, h i i
      + 1 / 2 * (∑ i ∈ A, ∑ j ∈ A, (coulomb g i j - exchange g i j)
        + ∑ i ∈ B, ∑ j ∈ B, (coulomb g i j - exchange g i j))
      + 1 / 2 * (∑ i ∈ A, ∑ j ∈ B, coulomb g i j + ∑ i ∈ B, ∑ j ∈ A, coulomb g i j) := by
  have h01 : (0 : Fin 2) ≠ 1 := by decide
  have h10 : (1 : Fin 2) ≠ 0 := by decide
  -- split every sum by spin and evaluate the spin selection rules
  simp only [detEnergy, sum_spinOcc, spinOne, spinTwo, coulomb, exchange, h01, h10,
    and_self, if_true, if_false, Finset.sum_const_zero, Finset.sum_add_distrib,
    Finset.sum_sub_distrib]
  ring
```

## The closed shell

The product `A ×ˢ Finset.univ` says that each orbital of `A` carries both spins. The proof sets `B` equal to `A` in the previous theorem, and `ring` does the count of four against two. No symmetry of `g` is used.

```lean
/-- Spin summation: with every orbital of `A` doubly occupied, the spin-orbital energy is
`2 ∑ h_ii + ∑ (2 J_ij - K_ij)` over spatial orbitals. -/
theorem closed_shell_energy (h : ι → ι → ℂ) (g : ι → ι → ι → ι → ℂ) (A : Finset ι) :
    detEnergy (spinOne h) (spinTwo g) (A ×ˢ Finset.univ) =
      2 * ∑ i ∈ A, h i i + ∑ i ∈ A, ∑ j ∈ A, (2 * coulomb g i j - exchange g i j) := by
  rw [← spinOcc_self, unrestricted_energy]
  simp only [Finset.sum_sub_distrib, ← Finset.mul_sum]
  ring

/-- Two electrons paired in one spatial orbital have the energy `2 h_ii + J_ii`. -/
theorem electron_pair_energy (h : ι → ι → ℂ) (g : ι → ι → ι → ι → ℂ) (i : ι) :
    detEnergy (spinOne h) (spinTwo g) ({i} ×ˢ Finset.univ) = 2 * h i i + coulomb g i i := by
  rw [closed_shell_energy]
  simp only [Finset.sum_singleton, coulomb, exchange]
  ring
```

For the Fock matrix, `fin_cases` runs through the four spin blocks: the two mixed ones vanish and the other two reduce to `closedFock`.

```lean
/-- The spin-orbital Fock matrix of a closed shell is diagonal in spin, and both spin blocks
equal the closed-shell Fock matrix over spatial orbitals. -/
theorem fock_closed_shell (h : ι → ι → ℂ) (g : ι → ι → ι → ι → ℂ) (A : Finset ι)
    (P Q : ι × Fin 2) :
    fock (spinOne h) (spinTwo g) (A ×ˢ Finset.univ) P Q = spinOne (closedFock h g A) P Q := by
  obtain ⟨i, a⟩ := P
  obtain ⟨j, b⟩ := Q
  rw [← spinOcc_self]
  -- the four spin blocks
  fin_cases a <;> fin_cases b <;>
    simp [fock, sum_spinOcc, spinOne, spinTwo, closedFock, Finset.sum_sub_distrib,
      ← Finset.mul_sum] <;> ring

/-- The closed-shell energy is the sum of `h_ii + F_ii` over the doubly occupied orbitals,
with `F` the closed-shell Fock matrix. -/
theorem closed_shell_energy_eq_sum_fock (h : ι → ι → ℂ) (g : ι → ι → ι → ι → ℂ)
    (A : Finset ι) :
    detEnergy (spinOne h) (spinTwo g) (A ×ˢ Finset.univ) =
      ∑ i ∈ A, (h i i + closedFock h g A i i) := by
  rw [closed_shell_energy]
  simp only [closedFock, coulomb, exchange, Finset.sum_add_distrib]
  ring
```

A restricted Hartree–Fock program can evaluate the energy in this last form, written as a trace, at each step of its self-consistency loop. With the density matrix $D$ carrying the occupation factor 2, and $F$ built from this same $D$, the electronic energy is $\tfrac12\,\mathrm{tr}[D(h+F)]$, to which the nuclear repulsion is added.

## Unpaired electrons of parallel spin

Now let the orbitals of $C$ be doubly occupied and those of a disjoint set $O$ hold one spin-up electron each. Up spins fill $C\cup O$ and down spins fill $C$. Pairs within $C$ give $2J-K$ as before, and pairs within $O$ give $\tfrac12(J-K)$. The mixed pairs occur in both orders, each order contributing $J-\tfrac12K$. The hypothesis `hg`, $(ij|kl)=(kl|ij)$, expresses that the repulsion is unchanged when the two electrons are interchanged. It makes the two orders equal, so together they give $2J-K$ summed over $i\in C$, $j\in O$.

In the proof, `hJ` and `hK` are these equalities for Coulomb and exchange sums, and `linear_combination` inserts them with the weights $1$ and $-\tfrac12$.

```lean
/-- The high-spin open-shell energy, with the orbitals of `C` doubly occupied and those of `O`
singly occupied with spin up, for integrals obeying `(ij|kl) = (kl|ij)`. -/
theorem high_spin_energy (h : ι → ι → ℂ) (g : ι → ι → ι → ι → ℂ)
    (hg : ∀ i j k l, g i j k l = g k l i j) (C O : Finset ι) (hd : Disjoint C O) :
    detEnergy (spinOne h) (spinTwo g) (spinOcc (C ∪ O) C) =
      2 * ∑ i ∈ C, h i i + ∑ i ∈ O, h i i
      + ∑ i ∈ C, ∑ j ∈ C, (2 * coulomb g i j - exchange g i j)
      + ∑ i ∈ C, ∑ j ∈ O, (2 * coulomb g i j - exchange g i j)
      + 1 / 2 * ∑ i ∈ O, ∑ j ∈ O, (coulomb g i j - exchange g i j) := by
  -- the open-closed sums equal the closed-open ones
  have hJ : ∑ i ∈ O, ∑ j ∈ C, coulomb g i j = ∑ i ∈ C, ∑ j ∈ O, coulomb g i j := by
    rw [Finset.sum_comm]
    exact Finset.sum_congr rfl fun i _ => Finset.sum_congr rfl fun j _ => hg j j i i
  have hK : ∑ i ∈ O, ∑ j ∈ C, exchange g i j = ∑ i ∈ C, ∑ j ∈ O, exchange g i j := by
    rw [Finset.sum_comm]
    exact Finset.sum_congr rfl fun i _ => Finset.sum_congr rfl fun j _ => hg j i i j
  rw [unrestricted_energy]
  simp only [Finset.sum_union hd, Finset.sum_add_distrib, Finset.sum_sub_distrib,
    ← Finset.mul_sum]
  linear_combination hJ - (1 / 2) * hK

end

end HartreeFockSpinSummation
```

```lean
#print axioms HartreeFockSpinSummation.electron_pair_energy
#print axioms HartreeFockSpinSummation.fock_closed_shell
#print axioms HartreeFockSpinSummation.closed_shell_energy_eq_sum_fock
#print axioms HartreeFockSpinSummation.high_spin_energy
```

```
'HartreeFockSpinSummation.electron_pair_energy' depends on axioms: [propext, Classical.choice, Quot.sound]
'HartreeFockSpinSummation.fock_closed_shell' depends on axioms: [propext, Classical.choice, Quot.sound]
'HartreeFockSpinSummation.closed_shell_energy_eq_sum_fock' depends on axioms: [propext, Classical.choice, Quot.sound]
'HartreeFockSpinSummation.high_spin_energy' depends on axioms: [propext, Classical.choice, Quot.sound]
```
